# A constant time-reversal-invariant backscattering term can gap $N$ helical pairs exactly when $N$ is even

After the band structure of a Kane–Mele ribbon has been computed, one counts the pairs of counter-propagating, opposite-spin branches that cross the bulk gap on one edge and keeps only the parity of that number. An even count is read as removable and an odd count as protected. The result below supports this step in a linearised, non-interacting edge model, in which all pairs share one velocity and one crossing point and the perturbation is a momentum-independent spin-flip term.

## The edge model and the claim

Let $N$ be the number of helical pairs. A state is a vector $\psi = (u, d)$ whose spin-up and spin-down components $u, d \in \mathbb{C}^N$ carry a channel index that labels the pair. In this block form, with $1$ the $N \times N$ identity, define

$$S = \sigma_z \otimes 1 = \begin{pmatrix} 1 & 0 \\ 0 & -1 \end{pmatrix}, \qquad U = i\sigma_y \otimes 1 = \begin{pmatrix} 0 & 1 \\ -1 & 0 \end{pmatrix}.$$

The Hamiltonian at real momentum $k$ along the edge is $H(k) = kS + V$, where $V$ is a $2N \times 2N$ matrix independent of $k$. The unit coefficient of $kS$ sets $\hbar$ times the common velocity to one, and zero energy is the crossing point, where the Fermi level is placed. For $V = 0$ the spin-up branches have energy $+k$ and the spin-down branches $-k$. Time reversal is the antilinear map $T\psi = U\bar\psi$, the bar denoting entrywise complex conjugation, so that $T(u, d) = (\bar d, -\bar u)$.

The matrix $V$ is called admissible if three conditions hold. It is Hermitian, as a term in a Hamiltonian must be. It anticommutes with $S$, which selects pure backscattering between right-movers and left-movers and excludes energy shifts and scattering among branches of equal spin. It commutes with $T$, which excludes magnetic perturbations.

**Claim.** There is an admissible $V$ for which $H(k)$ is invertible at every real $k$ if and only if $N$ is even.

Invertibility of $H(k)$ means that zero is not an eigenvalue, so no state lies at the Fermi level at that momentum.

## Antisymmetry of the backscattering amplitude

First turn the antilinear condition into a matrix identity. One has $T(V\psi) = U\bar V\bar\psi$ and $V(T\psi) = VU\bar\psi$. Since $\bar\psi$ runs over all vectors, $V$ commutes with $T$ exactly when

$$U\bar V = VU .$$

Now write $V$ in $N \times N$ blocks $a, b, c, d$. Then

$$V = \begin{pmatrix} a & b \\ c & d \end{pmatrix}, \qquad SV = \begin{pmatrix} a & b \\ -c & -d \end{pmatrix}, \qquad -VS = \begin{pmatrix} -a & b \\ -c & d \end{pmatrix},$$

where $d$ now names the lower right block. Anticommutation gives $a = -a$ and $-d = d$, hence $a = d = 0$. Hermiticity gives $c = b^\dagger$. Renaming $b$ as $A$,

$$V = \begin{pmatrix} 0 & A \\ A^\dagger & 0 \end{pmatrix}, \qquad \bar V = \begin{pmatrix} 0 & \bar A \\ A^{\mathsf T} & 0 \end{pmatrix},$$

$$U\bar V = \begin{pmatrix} A^{\mathsf T} & 0 \\ 0 & -\bar A \end{pmatrix}, \qquad VU = \begin{pmatrix} -A & 0 \\ 0 & A^\dagger \end{pmatrix}.$$

The upper left blocks give $A^{\mathsf T} = -A$, and the lower right blocks give the complex conjugate of the same equation. Read backwards, the computation shows that every antisymmetric $A$ produces an admissible $V$. The entry $A_{ij}$ couples the spin-down branch of pair $j$ to the spin-up branch of pair $i$, and $A_{ii} = 0$ says that no branch is coupled to its own time-reversed partner.

## Odd and even numbers of pairs

Let $N$ be odd. Then $\det A = \det A^{\mathsf T} = \det(-A) = (-1)^N \det A = -\det A$, so $\det A = 0$. The factorisation

$$H(0) = V = \begin{pmatrix} A & 0 \\ 0 & 1 \end{pmatrix}\begin{pmatrix} 0 & 1 \\ A^\dagger & 0 \end{pmatrix}$$

shows that $\det H(0)$ is $\det A$ times another determinant, hence zero. Every admissible $V$ leaves a zero-energy state at $k = 0$. For $N = 1$ the only antisymmetric $A$ is zero, and so is the only admissible $V$.

Let $N = 2r$ be even. Since $S^2 = 1$ and $SV + VS = 0$,

$$H(k)^2 = k^2 S^2 + k(SV + VS) + V^2 = k^2 + V^2 .$$

If $V^2 = 1$, then $H(k)^2 = (k^2 + 1)\,1$ and $(\det H(k))^2 = (k^2+1)^{2N}$, which is nonzero for real $k$. To find such a $V$, split the pairs into two halves of size $r$ and take for $A$ the channel matrix

$$J = \begin{pmatrix} 0 & 1_r \\ -1_r & 0 \end{pmatrix}, \qquad J^{\mathsf T} = J^\dagger = -J, \qquad J^2 = -1,$$

with $1_r$ the $r \times r$ identity. This $A$ is antisymmetric, so $V$ is admissible, and the diagonal blocks of $V^2$ are $JJ^\dagger = J^\dagger J = -J^2 = 1$. The eigenvalues of $H(k)$ then satisfy $E^2 = k^2 + 1$, with the unit strength of $J$ fixing the gap scale. For $N = 2$ each branch scatters into the oppositely moving branch of the other pair. For $N = 0$ the matrices are empty and invertible, which agrees with zero being even.

## A magnetic term and an energy shift on a single pair

Take $N = 1$ and $V = \sigma_x$, that is $A = (1)$. This matrix is Hermitian and anticommutes with $\sigma_z$, but $U\bar V = \sigma_z$ while $VU = -\sigma_z$, so it does not commute with $T$. Since $\sigma_x^2 = 1$, $H(k)^2 = k^2 + 1$ and $H(k)$ is invertible for all real $k$ although $N$ is odd. Without time-reversal invariance the parity rule is false; this $V$ is an in-plane Zeeman term.

Take instead $N = 1$ and $V = \mu 1$ with real $\mu \neq 0$. It is Hermitian and commutes with $T$ but does not anticommute with $\sigma_z$. Now $\det H(k) = \mu^2 - k^2$, so $H(0)$ is invertible and the zero-energy states sit at $k = \pm\mu$. The edge is still gapless, but the argument that inspects $k = 0$ alone no longer applies. Both examples, like the eigenvalue relation above, are side computations and do not appear among the Lean theorems.

## Spin blocks and time reversal in Lean

The type `n` is a finite set of pair labels, with $N$ equal to `Fintype.card n`.

```lean
import Mathlib

open Matrix

namespace HelicalEdgeParity

noncomputable section

variable {n : Type*} [Fintype n] [DecidableEq n]
```

The space $\mathbb{C}^2 \otimes \mathbb{C}^N$ is indexed by the disjoint union `n ⊕ n`, whose left copy is spin up and whose right copy is spin down. The four arguments of `fromBlocks` are the upper left, upper right, lower left and lower right blocks, so the next two definitions are $S$ and $U$.

```lean
/-- The operator `σz ⊗ 1`, written in spin-up and spin-down blocks over the pair index `n`. -/
def sigmaZ (n : Type*) [DecidableEq n] : Matrix (n ⊕ n) (n ⊕ n) ℂ :=
  fromBlocks 1 0 0 (-1)

/-- The operator `i σy ⊗ 1` in the same block form. -/
def iSigmaY (n : Type*) [DecidableEq n] : Matrix (n ⊕ n) (n ⊕ n) ℂ :=
  fromBlocks 0 1 (-1) 0
```

On a vector, `star ψ` is entrywise conjugation and `*ᵥ` is the matrix–vector product. The definition fixes the convention that $T$ sends the spin-up branch of pair $i$ to the spin-down branch of the same pair $i$, with the same phase for all pairs.

```lean
/-- Time reversal `T = (i σy ⊗ 1) K` acting on a state vector. -/
def timeReversal (ψ : n ⊕ n → ℂ) : n ⊕ n → ℂ :=
  iSigmaY n *ᵥ star ψ
```

The three fields of `Admissible` are the three conditions on $V$. Invariance is stated on state vectors, as $T(V\psi) = V(T\psi)$ for all $\psi$, so the matrix identity is derived and not assumed.

```lean
/-- A perturbation is admissible if it is Hermitian, anticommutes with `σz ⊗ 1`
and commutes with time reversal. -/
structure Admissible (V : Matrix (n ⊕ n) (n ⊕ n) ℂ) : Prop where
  hermitian : V.IsHermitian
  anticommutes : sigmaZ n * V = -(V * sigmaZ n)
  invariant : ∀ ψ, timeReversal (V *ᵥ ψ) = V *ᵥ timeReversal ψ
```

The momentum has type `ℝ` and is cast to `ℂ` to scale $S$.

```lean
/-- The edge Hamiltonian `H(k) = k σz ⊗ 1 + V`. -/
def hamiltonian (V : Matrix (n ⊕ n) (n ⊕ n) ℂ) (k : ℝ) : Matrix (n ⊕ n) (n ⊕ n) ℂ :=
  (k : ℂ) • sigmaZ n + V
```

The term `backscattering A` is the off-diagonal form of $V$, with `Aᴴ` for $A^\dagger$.

```lean
/-- The spin-flip term with amplitude matrix `A` in the up-down block
and `A†` in the down-up block. -/
def backscattering (A : Matrix n n ℂ) : Matrix (n ⊕ n) (n ⊕ n) ℂ :=
  fromBlocks 0 A Aᴴ 0
```

A bijection `e : n ≃ m ⊕ m` splits the pair labels into two copies of a set `m`. The matrix $J$ has the same block shape as $U$, so `iSigmaY m` serves for it, acting here on channels and not on spin. The entry $(i, j)$ of `pairing e` is the entry of $J$ at the images of $i$ and $j$ under `e`.

```lean
/-- For helical pairs split into two equal halves, the amplitude matrix with blocks
`[0, 1; -1, 0]` between the halves. -/
def pairing {m : Type*} [DecidableEq m] (e : n ≃ m ⊕ m) : Matrix n n ℂ :=
  (iSigmaY m).submatrix e e
```

## The classification of admissible terms

The lemma `invariant_iff` is the identity $U\bar V = VU$, with `V.map star` for $\bar V$. Its auxiliary equation `hs` is $\overline{V\psi} = \bar V\bar\psi$. In the forward direction two matrices are shown equal by their action on an arbitrary vector `φ`, and the hypothesis is applied to `star φ`; this is the remark that $\bar\psi$ runs over all vectors.

```lean
/-- `V` commutes with time reversal exactly when `U conj(V) = V U` with `U = i σy ⊗ 1`. -/
theorem invariant_iff (V : Matrix (n ⊕ n) (n ⊕ n) ℂ) :
    (∀ ψ, timeReversal (V *ᵥ ψ) = V *ᵥ timeReversal ψ) ↔
      iSigmaY n * V.map star = V * iSigmaY n := by
  have hs : ∀ ψ : n ⊕ n → ℂ, star (V *ᵥ ψ) = V.map star *ᵥ star ψ := by
    intro ψ
    ext i
    simp only [Pi.star_apply, mulVec, dotProduct, star_sum, star_mul', map_apply]
  constructor
  · intro h
    apply Matrix.toLin'.injective
    apply LinearMap.ext
    intro φ
    have h' := h (star φ)
    rw [timeReversal, timeReversal, hs, star_star, mulVec_mulVec, mulVec_mulVec] at h'
    rw [toLin'_apply, toLin'_apply]
    exact h'
  · intro h ψ
    rw [timeReversal, timeReversal, hs, mulVec_mulVec, mulVec_mulVec, h]
```

The theorem `admissible_iff` states that $V$ is admissible exactly when it equals `backscattering A` for some $A$ with `Aᵀ = -A`. The forward proof cuts $V$ into blocks `a b c d` and uses the conditions in the order of the derivation. After the block products are expanded, `fromBlocks_inj` compares blocks. The equations $a = -a$ and $-d = d$ are solved entry by entry, where `linear_combination` performs the division by two. Hermiticity replaces `c` by $b^\dagger$, and the upper left block `ht.1` of $U\bar V = VU$ is the antisymmetry. In the converse, `hd` is the conjugated relation $\bar A = -A^\dagger$ that the lower right block requires.

```lean
/-- The admissible perturbations are exactly the spin-flip terms whose amplitude matrix
is antisymmetric. -/
theorem admissible_iff (V : Matrix (n ⊕ n) (n ⊕ n) ℂ) :
    Admissible V ↔ ∃ A : Matrix n n ℂ, Aᵀ = -A ∧ V = backscattering A := by
  have hz : (0 : Matrix n n ℂ).map star = 0 := by
    ext i j
    simp
  have hc : ∀ b : Matrix n n ℂ, (bᴴ).map star = bᵀ := by
    intro b
    ext i j
    simp
  constructor
  · rintro ⟨hh, ha, ht⟩
    rw [invariant_iff] at ht
    obtain ⟨a, b, c, d, rfl⟩ : ∃ a b c d, V = fromBlocks a b c d :=
      ⟨_, _, _, _, (fromBlocks_toBlocks V).symm⟩
    -- anticommutation removes the spin-diagonal blocks
    rw [sigmaZ, fromBlocks_multiply, fromBlocks_multiply, fromBlocks_neg, fromBlocks_inj] at ha
    obtain ⟨h1, -, -, h4⟩ := ha
    have h1' : a = -a := by simpa using h1
    have h4' : -d = d := by simpa using h4
    have ha0 : a = 0 := by
      ext i j
      have h := congrFun (congrFun h1' i) j
      rw [Matrix.neg_apply] at h
      rw [Matrix.zero_apply]
      linear_combination (1 / 2 : ℂ) * h
    have hd0 : d = 0 := by
      ext i j
      have h := congrFun (congrFun h4' i) j
      rw [Matrix.neg_apply] at h
      rw [Matrix.zero_apply]
      linear_combination (-1 / 2 : ℂ) * h
    -- hermiticity fixes the lower block
    rw [IsHermitian, fromBlocks_conjTranspose, fromBlocks_inj] at hh
    obtain ⟨-, -, h3, -⟩ := hh
    subst ha0 hd0 h3
    -- time reversal makes the amplitude antisymmetric
    rw [iSigmaY, fromBlocks_map, hc, hz, fromBlocks_multiply, fromBlocks_multiply,
      fromBlocks_inj] at ht
    exact ⟨b, by simpa using ht.1, rfl⟩
  · rintro ⟨A, hA, rfl⟩
    have hd : A.map star = -Aᴴ := by
      have h : Aᴴ = (Aᵀ).map star := rfl
      rw [h, hA]
      ext i j
      simp
    refine ⟨?_, ?_, ?_⟩
    · rw [IsHermitian, backscattering, fromBlocks_conjTranspose]
      simp
    · rw [sigmaZ, backscattering, fromBlocks_multiply, fromBlocks_multiply, fromBlocks_neg]
      simp
    · rw [invariant_iff, iSigmaY, backscattering, fromBlocks_map, hc, hz, hd, hA,
        fromBlocks_multiply, fromBlocks_multiply]
      simp
```

## The square of the Hamiltonian

The lemma `hamiltonian_sq` needs only anticommutation. It establishes $S^2 = 1$ as `hz`, expands the product, substitutes $SV = -VS$, and lets `module` cancel the two cross terms.

```lean
/-- If `V` anticommutes with `σz ⊗ 1`, then `H(k)² = k² + V²`. -/
theorem hamiltonian_sq (V : Matrix (n ⊕ n) (n ⊕ n) ℂ)
    (h : sigmaZ n * V = -(V * sigmaZ n)) (k : ℝ) :
    hamiltonian V k * hamiltonian V k = (k : ℂ) ^ 2 • (1 : Matrix _ _ ℂ) + V * V := by
  have hz : sigmaZ n * sigmaZ n = 1 := by
    rw [← fromBlocks_one, sigmaZ, fromBlocks_multiply]
    simp
  simp only [hamiltonian, add_mul, mul_add, smul_mul_assoc, mul_smul_comm, hz, h]
  module
```

In `isUnit_hamiltonian`, `IsUnit` means that the matrix has a two-sided inverse, which over $\mathbb{C}$ is equivalent to a nonzero determinant. The step `hk` is where the reality of $k$ enters: $k^2 + 1$ is positive as a real number, hence nonzero as a complex one. Taking determinants in `hsq` gives $(\det H(k))^2 = (k^2+1)^{2N}$, and a vanishing $\det H(k)$ would make a power of a nonzero number vanish.

```lean
/-- If `V` anticommutes with `σz ⊗ 1` and `V² = 1`, then `H(k)` is invertible
for every real `k`. -/
theorem isUnit_hamiltonian (V : Matrix (n ⊕ n) (n ⊕ n) ℂ)
    (h : sigmaZ n * V = -(V * sigmaZ n)) (hV : V * V = 1) (k : ℝ) :
    IsUnit (hamiltonian V k) := by
  have hk : (k : ℂ) ^ 2 + 1 ≠ 0 := by
    have h0 : ((k ^ 2 + 1 : ℝ) : ℂ) ≠ 0 := Complex.ofReal_ne_zero.mpr (by positivity)
    push_cast at h0
    exact h0
  have hsq : hamiltonian V k * hamiltonian V k
      = ((k : ℂ) ^ 2 + 1) • (1 : Matrix _ _ ℂ) := by
    rw [hamiltonian_sq V h, hV, add_smul, one_smul]
  have hdet := congrArg det hsq
  rw [det_mul, det_smul, det_one, mul_one] at hdet
  rw [isUnit_iff_isUnit_det, isUnit_iff_ne_zero]
  intro h0
  rw [h0, zero_mul] at hdet
  exact pow_ne_zero _ hk hdet.symm
```

## The obstruction for odd $N$

The lemma `det_eq_zero_of_odd` starts from $\det A^{\mathsf T} = \det A$, substitutes $A^{\mathsf T} = -A$, and evaluates $(-1)^N = -1$ with `hn.neg_one_pow`.

```lean
/-- An antisymmetric amplitude matrix of odd size has determinant zero. -/
theorem det_eq_zero_of_odd (A : Matrix n n ℂ) (hA : Aᵀ = -A) (hn : Odd (Fintype.card n)) :
    A.det = 0 := by
  have h := det_transpose A
  rw [hA, det_neg, hn.neg_one_pow] at h
  linear_combination (-1 / 2 : ℂ) * h
```

The theorem `not_isUnit_of_odd` concerns every admissible $V$ at the single momentum $k = 0$. The classification supplies $A$, the equation `hf` is the factorisation of $H(0)$, and `det_fromBlocks_zero₂₁` evaluates the determinant of the block-diagonal factor as $\det A$ times the determinant of the identity.

```lean
/-- For an odd number of helical pairs, `H(0)` is singular for every admissible `V`. -/
theorem not_isUnit_of_odd (V : Matrix (n ⊕ n) (n ⊕ n) ℂ) (hV : Admissible V)
    (hn : Odd (Fintype.card n)) : ¬ IsUnit (hamiltonian V 0) := by
  obtain ⟨A, hA, rfl⟩ := (admissible_iff V).mp hV
  -- factor out `A`, so that `det A` divides `det H(0)`
  have hf : hamiltonian (backscattering A) 0
      = fromBlocks A 0 0 1 * fromBlocks 0 1 Aᴴ (0 : Matrix n n ℂ) := by
    rw [fromBlocks_multiply]
    simp [hamiltonian, backscattering]
  rw [isUnit_iff_isUnit_det, isUnit_iff_ne_zero, hf, det_mul, det_fromBlocks_zero₂₁,
    det_eq_zero_of_odd A hA hn]
  simp
```

## The gapping term for even $N$ and the parity theorem

In `admissible_witness`, the relations $J^{\mathsf T} = -J$, $J^\dagger = -J$ and $J^2 = -1$ are first shown for `iSigmaY m` (`ht`, `hc`, `hs`) and then carried along `e` to `pairing e` (`pt`, `pc`, `ps`). Antisymmetry gives admissibility through the classification, and the block product gives $V^2 = 1$.

```lean
/-- For helical pairs split into two equal halves, the spin-flip term built on `pairing`
is admissible and squares to the identity. -/
theorem admissible_witness {m : Type*} [Fintype m] [DecidableEq m] (e : n ≃ m ⊕ m) :
    Admissible (backscattering (pairing e)) ∧
      backscattering (pairing e) * backscattering (pairing e) = 1 := by
  have ht : (iSigmaY m)ᵀ = -iSigmaY m := by
    rw [iSigmaY, fromBlocks_transpose, fromBlocks_neg]
    simp
  have hc : (iSigmaY m)ᴴ = -iSigmaY m := by
    rw [iSigmaY, fromBlocks_conjTranspose, fromBlocks_neg]
    simp
  have hs : iSigmaY m * iSigmaY m = -1 := by
    rw [← fromBlocks_one, fromBlocks_neg, iSigmaY, fromBlocks_multiply]
    simp
  have pt : (pairing e)ᵀ = -pairing e := by
    rw [pairing, transpose_submatrix, ht]
    rfl
  have pc : (pairing e)ᴴ = -pairing e := by
    rw [pairing, conjTranspose_submatrix, hc]
    rfl
  have ps : pairing e * pairing e = -1 := by
    rw [pairing, submatrix_mul_equiv, hs]
    ext i j
    simp [one_apply]
  refine ⟨(admissible_iff _).mpr ⟨_, pt, rfl⟩, ?_⟩
  rw [← fromBlocks_one, backscattering, fromBlocks_multiply, pc]
  simp [ps]
```

The final theorem reads: for any finite set of helical pairs, a $2N \times 2N$ complex matrix $V$ that is admissible and makes $kS + V$ invertible for every real $k$ exists if and only if $N$ is even. From left to right, if $N$ were odd, the assumed invertibility at $k = 0$ would contradict `not_isUnit_of_odd`. From right to left, evenness provides $r$ with $N = r + r$, equal cardinalities provide a bijection from `n` to `Fin r ⊕ Fin r`, and the two preceding results on $V^2 = 1$ finish the argument.

```lean
/-- Some admissible `V` makes `H(k)` invertible for all real `k` if and only if the number
of helical pairs is even. -/
theorem exists_gapped_iff_even :
    (∃ V : Matrix (n ⊕ n) (n ⊕ n) ℂ, Admissible V ∧ ∀ k : ℝ, IsUnit (hamiltonian V k)) ↔
      Even (Fintype.card n) := by
  constructor
  · rintro ⟨V, hV, hk⟩
    by_contra hn
    exact not_isUnit_of_odd V hV (Nat.not_even_iff_odd.mp hn) (hk 0)
  · rintro ⟨r, hr⟩
    have e : n ≃ Fin r ⊕ Fin r := Fintype.equivOfCardEq (by simp [hr])
    obtain ⟨h1, h2⟩ := admissible_witness e
    exact ⟨_, h1, isUnit_hamiltonian _ h1.anticommutes h2⟩

end

end HelicalEdgeParity
```

```lean
#print axioms HelicalEdgeParity.invariant_iff
#print axioms HelicalEdgeParity.exists_gapped_iff_even
```

```
'HelicalEdgeParity.invariant_iff' depends on axioms: [propext, Classical.choice, Quot.sound]
'HelicalEdgeParity.exists_gapped_iff_even' depends on axioms: [propext, Classical.choice, Quot.sound]
```

## Edge parity and the Kane–Mele index

The quantifier on the left of the theorem is existential. For even $N$ it says that some admissible term removes all zero-energy states, not that each one does; $V = 0$ is admissible and leaves $H(0)$ singular whenever $N > 0$. The name `exists_gapped_iff_even` uses "gapped" for invertibility at each real $k$, and the statement gives no lower bound on the energies.

The Kane–Mele $\mathbb{Z}_2$ index is a property of the bulk bands of a two-dimensional time-reversal-invariant insulator. No bulk, lattice or Brillouin zone appears in the theorem, and the number $N$ of helical pairs is an input, not a quantity derived from a bulk invariant. The linear dispersion extends to all real $k$ without a cutoff, momentum along the edge is conserved, and $V$ has no $k$-dependence, so disorder, unequal velocities, crossings at other momenta and electron–electron interactions are absent. Anticommutation with $S$ is assumed as part of admissibility, so the theorem does not cover time-reversal-invariant terms with nonzero spin-diagonal blocks.
